# Likelihood-ratio sensitivities for finite Markov chains with forbidden transitions

## Does the score formula survive moves of probability zero?

Should a path be allowed to contain a transition of probability zero? In kinetic Monte Carlo most pairs of states are not connected by a move, yet the likelihood-ratio formula divides by transition probabilities. It says that the derivative of a path average with respect to a parameter is the average of the observable times a score, the summed logarithmic derivatives of the transition probabilities, and that the score has mean zero. Below, this is proved and machine-checked for a finite chain with $n$ steps, a fixed initial law and an observable that does not depend on the parameter. Some transitions may be impossible, provided that the transition probabilities are differentiable at the parameter value of interest and remain valid probabilities on both sides of it.

## Forbidden moves may stay, because their derivatives vanish

Let $S$ be the finite state set, $P_t(a,b)$ the transition probabilities at parameter $t$, $P'(a,b)$ their derivatives at $t=\theta$, and $\mu$ the initial weights. Assume that for every $t$ in an open interval around $\theta$ the $P_t(a,b)$ are nonnegative and $\sum_b P_t(a,b)=1$ for each $a$. A path $x=(x_0,\dots,x_n)$ has weight and score

$$w_t(x)=\mu(x_0)\prod_{i=0}^{n-1}P_t(x_i,x_{i+1}),\qquad s(x)=\sum_{i=0}^{n-1}\frac{P'(x_i,x_{i+1})}{P_\theta(x_i,x_{i+1})},$$

where a quotient with zero denominator counts as $0$, as in Lean. For a path function $f$ that does not depend on $t$, the mean is $E_t[f]=\sum_x w_t(x)f(x)$.

If $P_\theta(a,b)=0$, then $t\mapsto P_t(a,b)$ is nonnegative near $\theta$ and has a minimum there, so $P'(a,b)=0$. Now write $p_i$ and $p_i'$ for the probability and derivative of step $i$ at $\theta$. The product rule gives

$$\frac{d}{dt}w_t(x)\Big|_\theta=\mu(x_0)\sum_i p_i'\prod_{j\ne i}p_j=w_\theta(x)\,s(x).$$

For $p_i\neq0$ the second equality uses $p_i'=p_i\,(p_i'/p_i)$; for $p_i=0$ both terms vanish. Summing over paths,

$$\frac{d}{dt}E_t[f]\Big|_\theta=\sum_x w_\theta(x)s(x)f(x)=E_\theta[f\,s].$$

The total weight is $\sum_a\mu(a)$. This is clear for $n=0$. For $n+1$ steps, fix the first state $a$ and treat $\mu(a)P_t(a,b)$ as initial weights for the remaining $n$ steps. By induction they contribute $\sum_b\mu(a)P_t(a,b)=\mu(a)$, and summing over $a$ finishes the step. Taking $f=1$ therefore gives $E_\theta[s]=0$, and hence $E_\theta[(f-c)s]=E_\theta[f\,s]$ for any constant $c$.

**Two steps by hand.** Let a two-state chain start in state 0 and flip with probability $t$ per step, with $\theta=1/4$. Staying contributes $-4/3$ to the score and flipping contributes $4$.

| Path | Weight | Score |
|---|---|---|
| 000 | 9/16 | −8/3 |
| 001 | 3/16 | 8/3 |
| 011 | 3/16 | 8/3 |
| 010 | 1/16 | 8 |

The mean score is $-\tfrac32+\tfrac12+\tfrac12+\tfrac12=0$. For the probability of ending in state 1, the formula gives $\tfrac12+\tfrac12=1$, which agrees with the derivative of $2t(1-t)$ at $1/4$.

**Nonnegativity at $\theta$ alone is too weak.** At $\theta=0$ this chain is stochastic, but for $t<0$ it is not. After one step the probability of state 1 is $t$, with derivative 1, while the score formula returns 0. The path 01 has weight zero at $\theta=0$, so the formula misses the contribution of its changing weight.

### What the Lean statement says

`Path S n` is a map from `Fin (n + 1)` to `S`, and `x i.castSucc`, `x i.succ` are $x_i$, $x_{i+1}$. The hypothesis `hP` makes `P t` stochastic for all $t$ near $\theta$: probabilities stay nonnegative and each row conserves probability. `hd` supplies the derivatives at $\theta$. `likelihood_ratio_sensitivity` then states that the mean is differentiable at $\theta$ with derivative $E_\theta[f\,s]$.

The weights `μ` are arbitrary real numbers independent of $t$; `pathMean` is a probability average when they are nonnegative and sum to one.

For a finite chain with a fixed number of steps, the result lets a simulation at $\theta$ alone estimate a sensitivity. Random waiting times, and so observables at a fixed physical time in continuous-time kinetic Monte Carlo, are not covered. A well-chosen baseline $c$ can reduce sampling noise, but the theorems contain no variance bound.

```lean
import Mathlib

open Filter Topology

namespace LikelihoodRatioSensitivity

noncomputable section

variable {S : Type*} [Fintype S] {n : ℕ}

/-- A trajectory of `n` steps: the states visited at times `0, …, n`. -/
abbrev Path (S : Type*) (n : ℕ) := Fin (n + 1) → S

/-- Transition probabilities are nonnegative and sum to one over the final states. -/
structure IsStochastic (P : S → S → ℝ) : Prop where
  nonneg : ∀ a b, 0 ≤ P a b
  row_sum : ∀ a, ∑ b, P a b = 1

/-- The weight of a trajectory: initial weight times the transition probabilities of its steps. -/
def pathWeight {S : Type*} {n : ℕ} (μ : S → ℝ) (P : S → S → ℝ) (x : Path S n) : ℝ :=
  μ (x 0) * ∏ i : Fin n, P (x i.castSucc) (x i.succ)

/-- The sum of a path function over all trajectories of `n` steps, each multiplied by its weight; it
is called the mean below. -/
def pathMean (μ : S → ℝ) (P : S → S → ℝ) (f : Path S n → ℝ) : ℝ :=
  ∑ x, pathWeight μ P x * f x

/-- The score of a trajectory: the sum of `P' / P` over its steps, where `P'` is the
parameter derivative of the transition probabilities. -/
def score {S : Type*} {n : ℕ} (P P' : S → S → ℝ) (x : Path S n) : ℝ :=
  ∑ i : Fin n, P' (x i.castSucc) (x i.succ) / P (x i.castSucc) (x i.succ)

variable {P : ℝ → S → S → ℝ} {P' : S → S → ℝ} {θ : ℝ}

omit [Fintype S] in
/-- Along a trajectory of allowed steps, the score is the derivative of the summed
logarithms of the transition probabilities. -/
theorem hasDerivAt_log_score (hd : ∀ a b, HasDerivAt (fun t => P t a b) (P' a b) θ)
    (x : Path S n) (hx : ∀ i : Fin n, P θ (x i.castSucc) (x i.succ) ≠ 0) :
    HasDerivAt (fun t => ∑ i : Fin n, Real.log (P t (x i.castSucc) (x i.succ)))
      (score (P θ) P' x) θ :=
  HasDerivAt.fun_sum fun i _ => (hd _ _).log (hx i)

/-- If the transition probabilities are stochastic for all parameters near `θ`, one that vanishes at
`θ` and is differentiable there has zero derivative at `θ`. -/
theorem deriv_eq_zero_of_forbidden (hP : ∀ᶠ t in 𝓝 θ, IsStochastic (P t)) {a b : S} {d : ℝ}
    (hd : HasDerivAt (fun t => P t a b) d θ) (h0 : P θ a b = 0) : d = 0 := by
  have hmin : IsLocalMin (fun t => P t a b) θ := hP.mono fun t ht => by
    show P θ a b ≤ P t a b
    rw [h0]
    exact ht.nonneg a b
  exact hmin.hasDerivAt_eq_zero hd

/-- Product rule in logarithmic form, for factors whose derivative vanishes wherever
the factor itself does. -/
theorem hasDerivAt_prod_log {ι : Type*} (s : Finset ι) (g : ι → ℝ → ℝ) (g' : ι → ℝ)
    (hg : ∀ i, HasDerivAt (g i) (g' i) θ) (h0 : ∀ i, g i θ = 0 → g' i = 0) :
    HasDerivAt (fun t => ∏ i ∈ s, g i t)
      ((∏ i ∈ s, g i θ) * ∑ i ∈ s, g' i / g i θ) θ := by
  classical
  induction s using Finset.induction_on with
  | empty => simp [hasDerivAt_const]
  | insert a s ha ih =>
    simp only [Finset.prod_insert ha, Finset.sum_insert ha]
    refine ((hg a).fun_mul ih).congr_deriv ?_
    have h : g a θ * (g' a / g a θ) = g' a := by
      by_cases hz : g a θ = 0
      · simp [hz, h0 a hz]
      · field_simp
    linear_combination (-(∏ i ∈ s, g i θ)) * h

/-- The derivative of the weight of a trajectory is its weight times its score. -/
theorem hasDerivAt_pathWeight (μ : S → ℝ) (hP : ∀ᶠ t in 𝓝 θ, IsStochastic (P t))
    (hd : ∀ a b, HasDerivAt (fun t => P t a b) (P' a b) θ) (x : Path S n) :
    HasDerivAt (fun t => pathWeight μ (P t) x)
      (pathWeight μ (P θ) x * score (P θ) P' x) θ := by
  have h := hasDerivAt_prod_log Finset.univ
    (fun (i : Fin n) t => P t (x i.castSucc) (x i.succ))
    (fun i => P' (x i.castSucc) (x i.succ)) (fun i => hd _ _)
    (fun i => deriv_eq_zero_of_forbidden hP (hd _ _))
  unfold pathWeight score
  exact (h.const_mul (μ (x 0))).congr_deriv (mul_assoc _ _ _).symm

/-- Sensitivity of the mean of an observable that itself depends on the parameter: the mean
of its explicit derivative plus the mean of the observable times the score. -/
theorem hasDerivAt_pathMean (μ : S → ℝ) (hP : ∀ᶠ t in 𝓝 θ, IsStochastic (P t))
    (hd : ∀ a b, HasDerivAt (fun t => P t a b) (P' a b) θ)
    (F : ℝ → Path S n → ℝ) (F' : Path S n → ℝ)
    (hF : ∀ x, HasDerivAt (fun t => F t x) (F' x) θ) :
    HasDerivAt (fun t => pathMean μ (P t) (F t))
      (pathMean μ (P θ) F' + pathMean μ (P θ) (fun x => F θ x * score (P θ) P' x)) θ := by
  unfold pathMean
  -- differentiate the finite sum over trajectories term by term
  refine (HasDerivAt.fun_sum fun x _ =>
    (hasDerivAt_pathWeight μ hP hd x).fun_mul (hF x)).congr_deriv ?_
  rw [← Finset.sum_add_distrib]
  exact Finset.sum_congr rfl fun x _ => by ring

/-- Likelihood-ratio sensitivity: the derivative of the mean of a path function `f` is the
mean of `f` times the score. -/
theorem likelihood_ratio_sensitivity (μ : S → ℝ) (hP : ∀ᶠ t in 𝓝 θ, IsStochastic (P t))
    (hd : ∀ a b, HasDerivAt (fun t => P t a b) (P' a b) θ) (f : Path S n → ℝ) :
    HasDerivAt (fun t => pathMean μ (P t) f)
      (pathMean μ (P θ) (fun x => f x * score (P θ) P' x)) θ :=
  (hasDerivAt_pathMean μ hP hd (fun _ => f) (fun _ => 0)
    (fun x => hasDerivAt_const θ (f x))).congr_deriv (by simp [pathMean])

/-- The weights of all trajectories of `n` steps add up to the total initial weight. -/
theorem sum_pathWeight {Q : S → S → ℝ} (hQ : IsStochastic Q) (n : ℕ) :
    ∀ μ : S → ℝ, ∑ x : Path S n, pathWeight μ Q x = ∑ a, μ a := by
  induction n with
  | zero =>
    intro μ
    exact Fintype.sum_equiv (Equiv.funUnique (Fin 1) S) _ _ (fun x => by simp [pathWeight])
  | succ n ih =>
    intro μ
    -- absorb the first step into the initial weights of the remaining trajectory
    have step : ∀ (a : S) (y : Path S n), pathWeight μ Q (Fin.cons a y : Path S (n + 1))
        = pathWeight (fun b => μ a * Q a b) Q y := by
      intro a y
      rw [pathWeight, pathWeight, Fin.prod_univ_succ, ← mul_assoc]
      rfl
    calc ∑ x : Path S (n + 1), pathWeight μ Q x
        = ∑ p : S × Path S n, pathWeight μ Q (Fin.cons p.1 p.2 : Path S (n + 1)) :=
          ((Fin.consEquiv (fun _ : Fin (n + 2) => S)).sum_comp (pathWeight μ Q)).symm
      _ = ∑ a, ∑ y : Path S n, pathWeight (fun b => μ a * Q a b) Q y := by
          rw [Fintype.sum_prod_type]
          simp only [step]
      _ = ∑ a, μ a := by
          simp only [ih, ← Finset.mul_sum, hQ.row_sum, mul_one]

/-- The score has mean zero. -/
theorem score_mean_zero (μ : S → ℝ) (hP : ∀ᶠ t in 𝓝 θ, IsStochastic (P t))
    (hd : ∀ a b, HasDerivAt (fun t => P t a b) (P' a b) θ) :
    pathMean μ (P θ) (fun x : Path S n => score (P θ) P' x) = 0 := by
  have h1 := likelihood_ratio_sensitivity μ hP hd (fun _ : Path S n => (1 : ℝ))
  -- the total weight does not depend on the parameter
  have h2 : HasDerivAt (fun t => pathMean μ (P t) (fun _ : Path S n => (1 : ℝ))) 0 θ :=
    (hasDerivAt_const θ (∑ a, μ a)).congr_of_eventuallyEq
      (hP.mono fun t ht => by simp [pathMean, sum_pathWeight ht])
  simpa only [one_mul] using h1.unique h2

/-- The sensitivity formula still holds when a constant baseline `c` is subtracted from the
path function that multiplies the score. -/
theorem sensitivity_with_baseline (μ : S → ℝ) (hP : ∀ᶠ t in 𝓝 θ, IsStochastic (P t))
    (hd : ∀ a b, HasDerivAt (fun t => P t a b) (P' a b) θ) (f : Path S n → ℝ) (c : ℝ) :
    HasDerivAt (fun t => pathMean μ (P t) f)
      (pathMean μ (P θ) (fun x => (f x - c) * score (P θ) P' x)) θ := by
  refine (likelihood_ratio_sensitivity μ hP hd f).congr_deriv ?_
  have h : pathMean μ (P θ) (fun x => (f x - c) * score (P θ) P' x)
      = pathMean μ (P θ) (fun x => f x * score (P θ) P' x)
        - c * pathMean μ (P θ) (fun x : Path S n => score (P θ) P' x) := by
    unfold pathMean
    rw [Finset.mul_sum, ← Finset.sum_sub_distrib]
    exact Finset.sum_congr rfl fun x _ => by ring
  rw [h, score_mean_zero μ hP hd, mul_zero, sub_zero]

/-- A two-state chain that changes state with probability `t` at each step. -/
def flipChain (t : ℝ) (a b : Fin 2) : ℝ := if a = b then 1 - t else t

/-- For a flip probability strictly between zero and one, the two-state chain is stochastic
nearby and differentiable, with derivative `-1` for staying and `1` for flipping. -/
theorem flipChain_witness (h0 : 0 < θ) (h1 : θ < 1) :
    (∀ᶠ t in 𝓝 θ, IsStochastic (flipChain t)) ∧
      ∀ a b, HasDerivAt (fun t => flipChain t a b) (if a = b then -1 else 1) θ := by
  constructor
  · filter_upwards [Ioo_mem_nhds h0 h1] with t ht
    refine ⟨fun a b => ?_, fun a => ?_⟩
    · unfold flipChain
      split_ifs <;> linarith [ht.1, ht.2]
    · fin_cases a <;> simp [flipChain, Fin.sum_univ_two]
  · intro a b
    by_cases h : a = b
    · simp only [flipChain, if_pos h]
      exact (hasDerivAt_id' θ).const_sub 1
    · simp only [flipChain, if_neg h]
      exact hasDerivAt_id' θ

end

end LikelihoodRatioSensitivity
```

```lean
#print axioms LikelihoodRatioSensitivity.hasDerivAt_log_score
#print axioms LikelihoodRatioSensitivity.likelihood_ratio_sensitivity
#print axioms LikelihoodRatioSensitivity.sensitivity_with_baseline
```

```
'LikelihoodRatioSensitivity.hasDerivAt_log_score' depends on axioms: [propext, Classical.choice, Quot.sound]
'LikelihoodRatioSensitivity.likelihood_ratio_sensitivity' depends on axioms: [propext, Classical.choice, Quot.sound]
'LikelihoodRatioSensitivity.sensitivity_with_baseline' depends on axioms: [propext, Classical.choice, Quot.sound]
```

### How the proof follows the calculation

- `deriv_eq_zero_of_forbidden` is the minimum argument. `hasDerivAt_prod_log` proves the product rule by induction on the set of factors, splitting on whether the new factor is zero, and `hasDerivAt_pathWeight` applies it to a path.
- `hasDerivAt_pathMean` differentiates the finite sum term by term and also allows an observable that depends on $t$, which adds the mean of its explicit derivative. The main theorem is the case of a path function `f` that does not depend on $t$.
- `sum_pathWeight` splits off the first state with `Fin.cons`. `score_mean_zero` computes the derivative of the total weight in two ways and uses uniqueness of derivatives; `sensitivity_with_baseline` follows by linearity.
- `hasDerivAt_log_score` confirms that, on paths of allowed steps, the score is the derivative of the summed logarithms. `flipChain_witness` verifies the hypotheses for the two-state chain when $0<\theta<1$, a range in which none of its moves is forbidden.
